# An exponential bound on the exchange pair density of a gapped nearest-neighbour chain

## Does a gap make exchange short-ranged?

Electrons on a finite open chain, with one orthonormal orbital per site, hop only between neighbouring sites, and the Fermi level, at zero energy, lies in a gap. The Hamiltonian H is then Hermitian and tridiagonal. I scale energies so that every eigenvalue satisfies g ≤ |ε| ≤ 1, with 0 < g ≤ 1, so no level lies closer than g to the Fermi level. If P projects onto the negative eigenspaces, exchange between sites i and j is governed by |P_ij|². I expect

|P_ij| ≤ (1−g²)^m/(2g²) for m ≥ 1 and |i−j| ≥ 2m.

Can this be proved completely, with a proof that a machine has checked?

## Yes, and without the factor 1/g²

The idea is to approximate P by a polynomial in H of low degree, which cannot connect sites further apart than its degree. Let c_0 = 1, c_(k+1) = c_k (2k+1)/(2k+2), and

S_m(x) = Σ_(k<m) c_k x(1−x²)^k.

This truncates the series of x(x²)^(−1/2), the sign of x. Differentiating, the terms collapse by induction to

S_m′(x) = 2m c_m (1−x²)^(m−1).

So S_m increases on [0,1] to S_m(1) = 1. The function G = S_m + (1−x²)^m has

G′(x) = 2m(1−x²)^(m−1)(c_m − x), G(0) = G(1) = 1.

Since 0 < c_m ≤ 1, G rises and then falls, so G ≥ 1. Hence 1−(1−x²)^m ≤ S_m(x) ≤ 1 on [0,1].

Let n(ε) be 1 for ε < 0 and 0 otherwise. As S_m is odd, every eigenvalue obeys

|n(ε) − (1−S_m(ε))/2| ≤ (1−g²)^m/2.

S_m(H) has degree 2m−1 in H, so its elements vanish at distance 2m or more; so do those of the identity. So for |i−j| ≥ 2m, with orthonormal orbitals U_ik of energy ε_k,

P_ij = Σ_k [n(ε_k) − (1−S_m(ε_k))/2] U_ik U_jk*.

Using |U_ik U_jk| ≤ (|U_ik|²+|U_jk|²)/2 and Σ_k |U_ik|² = 1 gives |P_ij| ≤ (1−g²)^m/2.

For d = |i−j| ≥ 2, take m = ⌊d/2⌋, so 2m ≥ d−1. With 1−g² ≤ exp(−g²),

|P_ij|² ≤ exp(−g²(d−1))/4.

Finally, P² = P = P† gives the sum rule Σ_j |P_ij|² = P_ii.

The threshold 2m is easily misplaced by one. For two sites with hopping 1 and zero on-site energies, g = 1 and |P_12| = 1/2, so the bound with m = 1 fails at distance 1.

### What the Lean statements assume

`HasRange 1 H` means tridiagonal, `siteDist i j` is |i−j|, and `hgap` is the spectral condition, which is assumed, not derived. It covers every level of the finite chain, including any end states, so a gap in the bulk alone is not enough. `densityMatrix` is P, built from `occ`, which is n(ε); `densityMatrix_mulVec` confirms its action on every eigenvector. `exchangePair` is |P_ij|² for one spin channel. The theorems allow g = 0, where the bounds no longer decay.

At fixed g the bounds do not depend on the chain length. They support distance cutoffs for exchange evaluated from this non-interacting, zero-temperature state, though the actual decay can be much faster than the rate g² in the bound. H is fixed here: a self-consistent exchange operator would generally break tridiagonality, as would closing the chain into a ring.

### How the lemmas divide the work

- `signPoly_error` proves the bounds on S_(m+1): `hd` is the collapsed derivative, `hG` is G′, and the monotonicity lemmas do the rest.
- `signPoly_short_range` builds the powers by induction, using `spectralFn_mul` to turn products of functions into matrix products and `HasRange.mul` to add their ranges.
- `densityMatrix_decay` combines the error on the spectrum (`herr`) with the orbital sum (`hP`), and bounds that sum term by term.
- `exchangePair_decay` converts the power to an exponential, and `exchange_sum_rule` uses idempotency and Hermiticity.

```lean
import Mathlib

open Matrix

namespace ExchangeHoleDecay

noncomputable section

variable {n : ℕ} {H : Matrix (Fin n) (Fin n) ℂ}

/-- The distance between two sites of the chain. -/
def siteDist (i j : Fin n) : ℕ := (((i : ℕ) : ℤ) - ((j : ℕ) : ℤ)).natAbs

/-- A matrix has range `b` if it couples no sites further apart than `b`;
range 1 means tridiagonal. -/
def HasRange (b : ℕ) (A : Matrix (Fin n) (Fin n) ℂ) : Prop :=
  ∀ i j : Fin n, b < siteDist i j → A i j = 0

/-- The matrix whose columns are orthonormal eigenvectors (orbitals) of `H`. -/
def orbitals (hH : H.IsHermitian) : Matrix (Fin n) (Fin n) ℂ := hH.eigenvectorUnitary

/-- The function `f` of the Hamiltonian, built from its orbitals and eigenvalues. -/
def spectralFn (hH : H.IsHermitian) (f : ℝ → ℝ) : Matrix (Fin n) (Fin n) ℂ :=
  orbitals hH * diagonal (fun k => (f (hH.eigenvalues k) : ℂ)) * (orbitals hH)ᴴ

/-- Zero-temperature occupation: one below the Fermi level at zero energy, otherwise zero. -/
def occ (x : ℝ) : ℝ := if x < 0 then 1 else 0

/-- The one-particle density matrix: the projection onto the negative eigenspaces of `H`. -/
def densityMatrix (hH : H.IsHermitian) : Matrix (Fin n) (Fin n) ℂ := spectralFn hH occ

/-- The exchange pair density `|P i j|²` of sites `i` and `j`. -/
def exchangePair (hH : H.IsHermitian) (i j : Fin n) : ℝ := ‖densityMatrix hH i j‖ ^ 2

/-- The Taylor coefficients of `(1 - y)^(-1/2)`, given by their recursion. -/
def coeff : ℕ → ℝ
  | 0 => 1
  | k + 1 => coeff k * ((2 * (k : ℝ) + 1) / (2 * (k : ℝ) + 2))

/-- The polynomial approximation to the sign of `x` with `m` terms in powers of `1 - x²`. -/
def signPoly (m : ℕ) (x : ℝ) : ℝ := ∑ k ∈ Finset.range m, coeff k * (x * (1 - x ^ 2) ^ k)

/-- A matrix element of a function of `H` is a sum over orbitals. -/
theorem spectralFn_apply (hH : H.IsHermitian) (f : ℝ → ℝ) (i j : Fin n) :
    spectralFn hH f i j = ∑ k, (f (hH.eigenvalues k) : ℂ) *
      (orbitals hH i k * star (orbitals hH j k)) := by
  rw [spectralFn, Matrix.mul_apply]
  refine Finset.sum_congr rfl fun k _ => ?_
  rw [Matrix.mul_diagonal, conjTranspose_apply]
  ring

/-- The product of two functions of `H` is the function of `H` given by their product. -/
theorem spectralFn_mul (hH : H.IsHermitian) (f g : ℝ → ℝ) :
    spectralFn hH f * spectralFn hH g = spectralFn hH (fun x => f x * g x) := by
  have hU : (orbitals hH)ᴴ * orbitals hH = 1 :=
    mem_unitaryGroup_iff'.mp hH.eigenvectorUnitary.2
  have key : ∀ U D E : Matrix (Fin n) (Fin n) ℂ, Uᴴ * U = 1 →
      U * D * Uᴴ * (U * E * Uᴴ) = U * (D * E) * Uᴴ := by
    intro U D E h
    calc _ = U * D * (Uᴴ * U) * E * Uᴴ := by simp only [Matrix.mul_assoc]
      _ = _ := by rw [h, Matrix.mul_one]; simp only [Matrix.mul_assoc]
  unfold spectralFn
  rw [key _ _ _ hU, diagonal_mul_diagonal]
  simp only [Complex.ofReal_mul]

/-- The identity function of `H` is `H` itself. -/
theorem spectralFn_id (hH : H.IsHermitian) : spectralFn hH (fun x => x) = H :=
  hH.spectral_theorem.symm

/-- The density matrix multiplies every eigenvector of `H` by its occupation. -/
theorem densityMatrix_mulVec (hH : H.IsHermitian) {v : Fin n → ℂ} {e : ℝ}
    (hv : H *ᵥ v = (e : ℂ) • v) : densityMatrix hH *ᵥ v = (occ e : ℂ) • v := by
  have key : ∀ (U : Matrix (Fin n) (Fin n) ℂ) (E : Fin n → ℝ), Uᴴ * U = 1 → U * Uᴴ = 1 →
      U * diagonal (fun k => (E k : ℂ)) * Uᴴ = H →
      (U * diagonal (fun k => (occ (E k) : ℂ)) * Uᴴ) *ᵥ v = (occ e : ℂ) • v := by
    intro U E h1 h2 h3
    have h4 : Uᴴ * H = diagonal (fun k => (E k : ℂ)) * Uᴴ := by
      rw [← h3, Matrix.mul_assoc U, ← Matrix.mul_assoc, h1, Matrix.one_mul]
    have h5 : diagonal (fun k => (E k : ℂ)) *ᵥ (Uᴴ *ᵥ v) = (e : ℂ) • (Uᴴ *ᵥ v) := by
      rw [mulVec_mulVec, ← h4, ← mulVec_mulVec, hv, mulVec_smul]
    -- only orbitals of energy e contribute to v
    have h6 : diagonal (fun k => (occ (E k) : ℂ)) *ᵥ (Uᴴ *ᵥ v)
        = (occ e : ℂ) • (Uᴴ *ᵥ v) := by
      ext k
      have hk := congrFun h5 k
      rw [mulVec_diagonal, Pi.smul_apply, smul_eq_mul] at hk ⊢
      by_cases h0 : (Uᴴ *ᵥ v) k = 0
      · rw [h0, mul_zero, mul_zero]
      · have hE : E k = e := by exact_mod_cast mul_right_cancel₀ h0 hk
        rw [hE]
    rw [← mulVec_mulVec, ← mulVec_mulVec, h6, mulVec_smul, mulVec_mulVec, h2, one_mulVec]
  exact key _ _ (mem_unitaryGroup_iff'.mp hH.eigenvectorUnitary.2)
    (mem_unitaryGroup_iff.mp hH.eigenvectorUnitary.2) (spectralFn_id hH)

/-- Ranges add when matrices are multiplied. -/
theorem HasRange.mul {a b : ℕ} {A B : Matrix (Fin n) (Fin n) ℂ}
    (hA : HasRange a A) (hB : HasRange b B) : HasRange (a + b) (A * B) := by
  intro i j h
  rw [Matrix.mul_apply]
  refine Finset.sum_eq_zero fun k _ => ?_
  by_cases hk : a < siteDist i k
  · rw [hA i k hk, zero_mul]
  · rw [hB k j (by unfold siteDist at *; omega), mul_zero]

/-- On `[0, 1]` the sign polynomial with `m + 1` terms is at most one, and at least one minus
`(1 - x²)^(m+1)`. -/
theorem signPoly_error (m : ℕ) {x : ℝ} (hx0 : 0 ≤ x) (hx1 : x ≤ 1) :
    1 - (1 - x ^ 2) ^ (m + 1) ≤ signPoly (m + 1) x ∧ signPoly (m + 1) x ≤ 1 := by
  have hc : ∀ k, 0 < coeff k ∧ coeff k ≤ 1 := by
    intro k
    induction k with
    | zero => simp [coeff]
    | succ k ih =>
      have h1 : (0 : ℝ) < (2 * (k : ℝ) + 1) / (2 * (k : ℝ) + 2) := by positivity
      have h2 : (2 * (k : ℝ) + 1) / (2 * (k : ℝ) + 2) ≤ 1 := by
        rw [div_le_one (by positivity)]; linarith
      exact ⟨mul_pos ih.1 h1, mul_le_one₀ ih.2 h1.le h2⟩
  have hq : ∀ y : ℝ, HasDerivAt (fun z : ℝ => 1 - z ^ 2) (-(2 * y)) y := fun y => by
    simpa using (hasDerivAt_pow 2 y).const_sub 1
  -- the derivative collapses to a single power
  have hd : ∀ (m : ℕ) (y : ℝ), HasDerivAt (signPoly (m + 1))
      (2 * ((m : ℝ) + 1) * coeff (m + 1) * (1 - y ^ 2) ^ m) y := by
    intro m y
    induction m with
    | zero =>
      have h : signPoly (0 + 1) = fun x => x := by funext x; simp [signPoly, coeff]
      rw [h]
      exact (hasDerivAt_id' y).congr_deriv (by rw [coeff, coeff]; norm_num)
    | succ m ih =>
      have h : signPoly (m + 1 + 1) = fun x => signPoly (m + 1) x +
          coeff (m + 1) * (x * (1 - x ^ 2) ^ (m + 1)) :=
        funext fun x => Finset.sum_range_succ _ _
      have hr : coeff (m + 1 + 1) = coeff (m + 1) *
          ((2 * ((m + 1 : ℕ) : ℝ) + 1) / (2 * ((m + 1 : ℕ) : ℝ) + 2)) := rfl
      have h2 : (2 * ((m : ℝ) + 1) + 1) / (2 * ((m : ℝ) + 1) + 2) * (2 * ((m : ℝ) + 1) + 2)
          = 2 * ((m : ℝ) + 1) + 1 := div_mul_cancel₀ _ (by positivity)
      have h3 : 2 * ((m : ℝ) + 2) * coeff (m + 1 + 1) = (2 * m + 3) * coeff (m + 1) := by
        rw [hr]; push_cast; linear_combination coeff (m + 1) * h2
      rw [h]
      refine (ih.fun_add (((hasDerivAt_id' y).fun_mul
        ((hq y).fun_pow (m + 1))).const_mul (coeff (m + 1)))).congr_deriv ?_
      rw [Nat.add_sub_cancel]
      push_cast
      linear_combination (-(1 - y ^ 2) ^ (m + 1)) * h3
  have hS0 : signPoly (m + 1) 0 = 0 := by simp [signPoly]
  have hS1 : signPoly (m + 1) 1 = 1 := by simp [signPoly, Finset.sum_range_succ', coeff]
  have hG : ∀ y : ℝ, HasDerivAt (fun z => signPoly (m + 1) z + (1 - z ^ 2) ^ (m + 1))
      (2 * ((m : ℝ) + 1) * (1 - y ^ 2) ^ m * (coeff (m + 1) - y)) y := fun y =>
    ((hd m y).fun_add ((hq y).fun_pow (m + 1))).congr_deriv (by
      rw [Nat.add_sub_cancel]; push_cast; ring)
  have hpos : ∀ y : ℝ, 0 ≤ y → y ≤ 1 → 0 ≤ 2 * ((m : ℝ) + 1) * (1 - y ^ 2) ^ m :=
    fun y h0 h1 => mul_nonneg (by positivity) (pow_nonneg (by nlinarith) _)
  constructor
  · -- the gap to the lower bound first rises, then falls, and vanishes at both ends
    rcases le_total x (coeff (m + 1)) with h | h
    · have hm : MonotoneOn (fun z => signPoly (m + 1) z + (1 - z ^ 2) ^ (m + 1))
          (Set.Icc 0 (coeff (m + 1))) := by
        refine monotoneOn_of_deriv_nonneg (convex_Icc _ _)
          (fun y _ => (hG y).continuousAt.continuousWithinAt)
          (fun y _ => (hG y).differentiableAt.differentiableWithinAt) (fun y hy => ?_)
        rw [interior_Icc] at hy
        rw [(hG y).deriv]
        exact mul_nonneg (hpos y hy.1.le (hy.2.le.trans (hc _).2)) (by linarith [hy.2])
      have h' : signPoly (m + 1) 0 + (1 - 0 ^ 2) ^ (m + 1) ≤
          signPoly (m + 1) x + (1 - x ^ 2) ^ (m + 1) :=
        hm ⟨le_rfl, (hc _).1.le⟩ ⟨hx0, h⟩ hx0
      rw [hS0] at h'
      norm_num at h'
      linarith
    · have hm : AntitoneOn (fun z => signPoly (m + 1) z + (1 - z ^ 2) ^ (m + 1))
          (Set.Icc (coeff (m + 1)) 1) := by
        refine antitoneOn_of_deriv_nonpos (convex_Icc _ _)
          (fun y _ => (hG y).continuousAt.continuousWithinAt)
          (fun y _ => (hG y).differentiableAt.differentiableWithinAt) (fun y hy => ?_)
        rw [interior_Icc] at hy
        rw [(hG y).deriv]
        exact mul_nonpos_of_nonneg_of_nonpos
          (hpos y ((hc _).1.le.trans hy.1.le) hy.2.le) (by linarith [hy.1])
      have h' : signPoly (m + 1) 1 + (1 - 1 ^ 2) ^ (m + 1) ≤
          signPoly (m + 1) x + (1 - x ^ 2) ^ (m + 1) :=
        hm ⟨h, hx1⟩ ⟨(hc _).2, le_rfl⟩ hx1
      rw [hS1] at h'
      norm_num at h'
      linarith
  · have hm : MonotoneOn (signPoly (m + 1)) (Set.Icc 0 1) := by
      refine monotoneOn_of_deriv_nonneg (convex_Icc _ _)
        (fun y _ => (hd m y).continuousAt.continuousWithinAt)
        (fun y _ => (hd m y).differentiableAt.differentiableWithinAt) (fun y hy => ?_)
      rw [interior_Icc] at hy
      rw [(hd m y).deriv]
      have h := mul_nonneg (hpos y hy.1.le hy.2.le) (hc (m + 1)).1.le
      linarith
    have h := hm ⟨hx0, hx1⟩ ⟨zero_le_one, le_rfl⟩ hx1
    rwa [hS1] at h

/-- For tridiagonal `H`, the sign polynomial of `H` with `m` terms has no matrix elements
between sites at distance `2m` or more. -/
theorem signPoly_short_range (hH : H.IsHermitian) (hT : HasRange 1 H) (m : ℕ) {i j : Fin n}
    (hij : 2 * m ≤ siteDist i j) : spectralFn hH (signPoly m) i j = 0 := by
  have hk : ∀ k : ℕ, HasRange (2 * k + 1) (spectralFn hH (fun x => x * (1 - x ^ 2) ^ k)) := by
    intro k
    induction k with
    | zero =>
      have h : (fun x : ℝ => x * (1 - x ^ 2) ^ 0) = fun x => x := by funext x; simp
      rw [h, spectralFn_id]
      exact hT
    | succ k ih =>
      intro i j hij
      have h1 := spectralFn_mul hH (fun x => x * (1 - x ^ 2) ^ k) (fun x => x)
      have h2 := spectralFn_mul hH (fun x => x * (1 - x ^ 2) ^ k * x) (fun x => x)
      rw [spectralFn_id] at h1 h2
      have hs : spectralFn hH (fun x => x * (1 - x ^ 2) ^ (k + 1)) i j =
          spectralFn hH (fun x => x * (1 - x ^ 2) ^ k) i j -
          (spectralFn hH (fun x => x * (1 - x ^ 2) ^ k) * H * H) i j := by
        rw [h1, h2, spectralFn_apply, spectralFn_apply, spectralFn_apply,
          ← Finset.sum_sub_distrib]
        refine Finset.sum_congr rfl fun l _ => ?_
        push_cast
        ring
      rw [hs, ih i j (by omega), ((ih.mul hT).mul hT) i j (by omega), sub_zero]
  induction m with
  | zero => rw [spectralFn_apply]; simp [signPoly]
  | succ m ih =>
    have hS : ∀ x, signPoly (m + 1) x = signPoly m x + coeff m * (x * (1 - x ^ 2) ^ m) :=
      fun x => Finset.sum_range_succ _ _
    have hs : spectralFn hH (signPoly (m + 1)) i j = spectralFn hH (signPoly m) i j +
        (coeff m : ℂ) * spectralFn hH (fun x => x * (1 - x ^ 2) ^ m) i j := by
      rw [spectralFn_apply, spectralFn_apply, spectralFn_apply, Finset.mul_sum,
        ← Finset.sum_add_distrib]
      refine Finset.sum_congr rfl fun l _ => ?_
      rw [hS]
      push_cast
      ring
    rw [hs, ih (by omega), hk m i j (by omega), mul_zero, add_zero]

/-- If `H` is Hermitian and tridiagonal with all eigenvalues of modulus between `g ≥ 0` and 1,
then for `m ≥ 1` its density matrix is at most `(1 - g²)^m / 2` in modulus between sites at
distance `2m` or more. -/
theorem densityMatrix_decay (hH : H.IsHermitian) (hT : HasRange 1 H) {g : ℝ} (hg : 0 ≤ g)
    (hgap : ∀ k, g ≤ |hH.eigenvalues k| ∧ |hH.eigenvalues k| ≤ 1) {m : ℕ} (hm : 1 ≤ m)
    {i j : Fin n} (hij : 2 * m ≤ siteDist i j) :
    ‖densityMatrix hH i j‖ ≤ (1 - g ^ 2) ^ m / 2 := by
  obtain ⟨q, rfl⟩ : ∃ q, m = q + 1 := ⟨m - 1, by omega⟩
  have hne : i ≠ j := by
    rintro rfl
    unfold siteDist at hij
    omega
  have hU : orbitals hH * (orbitals hH)ᴴ = 1 :=
    mem_unitaryGroup_iff.mp hH.eigenvectorUnitary.2
  have hoff : ∑ k, orbitals hH i k * star (orbitals hH j k) = 0 := by
    have h := congrFun (congrFun hU i) j
    rw [Matrix.mul_apply, Matrix.one_apply_ne hne] at h
    exact h
  have hrow : ∀ l, ∑ k, ‖orbitals hH l k‖ ^ 2 = 1 := by
    intro l
    have h := congrFun (congrFun hU l) l
    rw [Matrix.mul_apply, Matrix.one_apply_eq] at h
    have h' : ((∑ k, ‖orbitals hH l k‖ ^ 2 : ℝ) : ℂ) = 1 := by
      rw [← h, Complex.ofReal_sum]
      refine Finset.sum_congr rfl fun k _ => ?_
      rw [conjTranspose_apply, Complex.star_def, Complex.mul_conj, Complex.normSq_eq_norm_sq]
    exact_mod_cast h'
  have hodd : ∀ x, signPoly (q + 1) (-x) = -signPoly (q + 1) x := fun x => by simp [signPoly]
  -- error of the polynomial approximation to the occupation, on the spectrum
  have herr : ∀ x : ℝ, g ≤ |x| → |x| ≤ 1 →
      |occ x - (1 - signPoly (q + 1) x) / 2| ≤ (1 - g ^ 2) ^ (q + 1) / 2 := by
    intro x h1 h2
    obtain ⟨ha, hb⟩ := signPoly_error q (abs_nonneg x) h2
    have hp : (1 - |x| ^ 2) ^ (q + 1) ≤ (1 - g ^ 2) ^ (q + 1) :=
      pow_le_pow_left₀ (by nlinarith [abs_nonneg x]) (by nlinarith) _
    rw [abs_le]
    unfold occ
    split_ifs with hx
    · rw [abs_of_neg hx] at ha hb hp
      rw [hodd] at ha hb
      constructor <;> linarith
    · rw [abs_of_nonneg (not_lt.mp hx)] at ha hb hp
      constructor <;> linarith
  -- the polynomial part has no matrix element at this distance
  have hP : densityMatrix hH i j = ∑ k, ((occ (hH.eigenvalues k) -
      (1 - signPoly (q + 1) (hH.eigenvalues k)) / 2 : ℝ) : ℂ) *
      (orbitals hH i k * star (orbitals hH j k)) := by
    have hS := signPoly_short_range hH hT (q + 1) hij
    rw [spectralFn_apply] at hS
    have h : ∑ k, ((occ (hH.eigenvalues k) -
        (1 - signPoly (q + 1) (hH.eigenvalues k)) / 2 : ℝ) : ℂ) *
        (orbitals hH i k * star (orbitals hH j k)) =
        ∑ k, (occ (hH.eigenvalues k) : ℂ) * (orbitals hH i k * star (orbitals hH j k))
        - (1 / 2) * ∑ k, orbitals hH i k * star (orbitals hH j k)
        + (1 / 2) * ∑ k, (signPoly (q + 1) (hH.eigenvalues k) : ℂ) *
          (orbitals hH i k * star (orbitals hH j k)) := by
      rw [Finset.mul_sum, Finset.mul_sum, ← Finset.sum_sub_distrib, ← Finset.sum_add_distrib]
      refine Finset.sum_congr rfl fun k _ => ?_
      push_cast
      ring
    rw [h, hoff, hS, densityMatrix, spectralFn_apply]
    ring
  rw [hP]
  calc _ ≤ ∑ k, (1 - g ^ 2) ^ (q + 1) / 2 *
        ((‖orbitals hH i k‖ ^ 2 + ‖orbitals hH j k‖ ^ 2) / 2) := by
        refine norm_sum_le_of_le _ fun k _ => ?_
        have hk := herr _ (hgap k).1 (hgap k).2
        rw [norm_mul, norm_mul, norm_star, Complex.norm_real, Real.norm_eq_abs]
        exact mul_le_mul hk
          (by nlinarith [sq_nonneg (‖orbitals hH i k‖ - ‖orbitals hH j k‖)])
          (by positivity) ((abs_nonneg _).trans hk)
    _ = _ := by
        rw [← Finset.mul_sum, ← Finset.sum_div, Finset.sum_add_distrib, hrow, hrow]
        ring

/-- Exchange sum rule: the exchange pair density of site `i`, summed over all sites, equals
the electron density at `i`. -/
theorem exchange_sum_rule (hH : H.IsHermitian) (i : Fin n) :
    ((∑ j, exchangePair hH i j : ℝ) : ℂ) = densityMatrix hH i i := by
  have hPP : densityMatrix hH * densityMatrix hH = densityMatrix hH := by
    rw [densityMatrix, spectralFn_mul]
    congr 1
    funext x
    unfold occ
    split_ifs <;> norm_num
  have hs : ∀ j, star (densityMatrix hH i j) = densityMatrix hH j i := by
    intro j
    rw [densityMatrix, spectralFn_apply, spectralFn_apply, star_sum]
    refine Finset.sum_congr rfl fun k _ => ?_
    rw [star_mul', star_mul', star_star, Complex.star_def, Complex.conj_ofReal]
    ring
  have h := congrFun (congrFun hPP i) i
  rw [Matrix.mul_apply] at h
  rw [← h, Complex.ofReal_sum]
  refine Finset.sum_congr rfl fun j _ => ?_
  rw [← hs j, exchangePair, Complex.star_def, Complex.mul_conj, Complex.normSq_eq_norm_sq]

/-- If `H` is Hermitian and tridiagonal with all eigenvalues of modulus between `g ≥ 0` and 1,
the exchange pair density at distance `d ≥ 2` is at most `exp (-g² (d - 1)) / 4`. -/
theorem exchangePair_decay (hH : H.IsHermitian) (hT : HasRange 1 H) {g : ℝ} (hg : 0 ≤ g)
    (hgap : ∀ k, g ≤ |hH.eigenvalues k| ∧ |hH.eigenvalues k| ≤ 1) {i j : Fin n}
    (hij : 2 ≤ siteDist i j) :
    exchangePair hH i j ≤ Real.exp (-g ^ 2 * ((siteDist i j : ℝ) - 1)) / 4 := by
  obtain ⟨m, hm, h1, h2⟩ : ∃ m, 1 ≤ m ∧ 2 * m ≤ siteDist i j ∧ siteDist i j ≤ 2 * m + 1 :=
    ⟨siteDist i j / 2, by omega, by omega, by omega⟩
  have hP := densityMatrix_decay hH hT hg hgap hm h1
  have hg1 : g ≤ 1 := (hgap i).1.trans (hgap i).2
  have hE : (1 - g ^ 2) ^ m ≤ Real.exp (m * (-g ^ 2)) := by
    rw [Real.exp_nat_mul]
    exact pow_le_pow_left₀ (by nlinarith) (by linarith [Real.add_one_le_exp (-g ^ 2)]) _
  have hsq : ‖densityMatrix hH i j‖ ^ 2 ≤ (Real.exp (m * (-g ^ 2)) / 2) ^ 2 :=
    pow_le_pow_left₀ (norm_nonneg _) (by linarith) 2
  have hd : (siteDist i j : ℝ) ≤ 2 * m + 1 := by exact_mod_cast h2
  have hexp : Real.exp (m * (-g ^ 2)) * Real.exp (m * (-g ^ 2)) ≤
      Real.exp (-g ^ 2 * ((siteDist i j : ℝ) - 1)) := by
    rw [← Real.exp_add]
    apply Real.exp_le_exp.mpr
    nlinarith [mul_nonneg (sq_nonneg g) (sub_nonneg.mpr hd)]
  unfold exchangePair
  nlinarith

end

end ExchangeHoleDecay
```

```lean
#print axioms ExchangeHoleDecay.densityMatrix_mulVec
#print axioms ExchangeHoleDecay.exchange_sum_rule
#print axioms ExchangeHoleDecay.exchangePair_decay
```

```
'ExchangeHoleDecay.densityMatrix_mulVec' depends on axioms: [propext, Classical.choice, Quot.sound]
'ExchangeHoleDecay.exchange_sum_rule' depends on axioms: [propext, Classical.choice, Quot.sound]
'ExchangeHoleDecay.exchangePair_decay' depends on axioms: [propext, Classical.choice, Quot.sound]
```
